# Central differencing scales the amplitude of every nonzero-frequency velocity line of a periodic trajectory by sin(wh)/(wh)

**Q:** Which definitions and conventions are in force here?

**A:** `x` is one real coordinate as a function of continuous time, `v` its velocity, \(T\) a period, \(w\) an angular frequency, \(h\) the time between saved positions and \(n\) an integer.

```lean
import Mathlib

open Complex (I)

namespace CentralDifferenceSpectrum

noncomputable section

variable {x v : ℝ → ℝ} {T w h : ℝ} {n : ℤ}
```

The reconstructed velocity uses the positions on either side of \(t\):

```lean
/-- Velocity reconstructed from positions saved a time `h` before and after `t`, for `h ≠ 0`. -/
def centralVelocity (x : ℝ → ℝ) (h t : ℝ) : ℝ := (x (t + h) - x (t - h)) / (2 * h)
```

With \(\theta=wh\), its amplitude factor will be \(g(\theta)=\sin\theta/\theta\):

```lean
/-- The amplitude factor `sin θ / θ`, for `θ ≠ 0`. -/
def gain (θ : ℝ) : ℝ := Real.sin θ / θ
```

The simplest test signal is a harmonic mode:

```lean
/-- A harmonic mode with amplitude `A`, angular frequency `w` and phase `φ`. -/
def mode (A w φ t : ℝ) : ℝ := A * Real.cos (w * t + φ)
```

For spectra, the sign convention is \(e^{-iwt}\):

```lean
/-- The Fourier factor `exp (-i w t)`. -/
def phase (w t : ℝ) : ℂ := Complex.exp (-(I * w * t))
```

A line amplitude is \(F_f=\int_0^T e^{-iwt}f(t)\,dt\). Dividing by \(T\) gives the usual Fourier coefficient.

```lean
/-- Fourier integral of a signal at angular frequency `w`, from time `0` to `T`. -/
def lineAmp (T w : ℝ) (f : ℝ → ℝ) : ℂ := ∫ t in (0 : ℝ)..T, phase w t * (f t : ℂ)
```

The intensity is \(|F_f|^2\), or \(|F_f|^2/T^2\) when normalised; ratios of intensities are the same either way.

```lean
/-- Line intensity: the squared modulus of the Fourier integral. -/
def lineIntensity (T w : ℝ) (f : ℝ → ℝ) : ℝ := ‖lineAmp T w f‖ ^ 2
```

**Q:** Does the factor already appear for one mode?

**A:** Yes, at every time. With \(\alpha=wt+\varphi\), the addition theorem gives

\[
\frac{A\cos(\alpha+\theta)-A\cos(\alpha-\theta)}{2h}=-\frac{A\sin\alpha\,\sin\theta}{h}=\frac{\sin\theta}{\theta}\,(-Aw\sin\alpha),
\]

and the last bracket is \(x'(t)\). The Lean proof computes `deriv`, expands the cosines and clears denominators. It needs only \(w\neq0\) and \(h\neq0\).

```lean
/-- For a harmonic mode with `w ≠ 0` and `h ≠ 0`, the reconstructed velocity is the true
velocity times `sin (w h) / (w h)` at every time. -/
theorem centralVelocity_mode (A φ t : ℝ) (hw : w ≠ 0) (hh : h ≠ 0) :
    centralVelocity (mode A w φ) h t = gain (w * h) * deriv (mode A w φ) t := by
  have h1 : HasDerivAt (fun s : ℝ => w * s + φ) w t :=
    (((hasDerivAt_id' t).const_mul w).add_const φ).congr_deriv (by ring)
  have hd : HasDerivAt (mode A w φ) (-(A * w * Real.sin (w * t + φ))) t :=
    (h1.cos.const_mul A).congr_deriv (by ring)
  rw [hd.deriv]
  unfold centralVelocity mode gain
  rw [show w * (t + h) + φ = (w * t + φ) + w * h by ring,
    show w * (t - h) + φ = (w * t + φ) - w * h by ring, Real.cos_add, Real.cos_sub]
  generalize Real.sin (w * t + φ) = s
  generalize Real.cos (w * t + φ) = c
  field_simp
  ring
```

**Q:** How much intensity can be lost?

**A:** Less than a fraction \(\theta^2/3\), for \(0<\theta<\pi\). The function \(\sin y-y+y^3/6\) vanishes at 0 and has derivative \(\cos y-1+y^2/2\ge0\), so \(\sin\theta\ge\theta-\theta^3/6\). If \(\theta^2\le3\), the right side is nonnegative, and squaring gives

\[
\sin^2\theta\ge\theta^2\left(1-\frac{\theta^2}{3}\right)+\frac{\theta^6}{36}>\theta^2\left(1-\frac{\theta^2}{3}\right).
\]

If \(\theta^2>3\), the lower bound is negative and there is nothing to do. The upper bound is \(0<\sin\theta<\theta\). `hm` is the monotonicity step, and `rcases` makes the case split.

```lean
/-- For `0 < θ < π` the gain is positive and its square lies strictly between
`1 - θ² / 3` and `1`. -/
theorem gain_bounds {θ : ℝ} (h0 : 0 < θ) (hπ : θ < Real.pi) :
    0 < gain θ ∧ 1 - θ ^ 2 / 3 < gain θ ^ 2 ∧ gain θ ^ 2 < 1 := by
  have hs := Real.sin_pos_of_pos_of_lt_pi h0 hπ
  -- the sine lies above its cubic Taylor polynomial
  have hd : ∀ y : ℝ, HasDerivAt (fun y : ℝ => Real.sin y - y + y ^ 3 / 6)
      (Real.cos y - 1 + y ^ 2 / 2) y := fun y =>
    (((Real.hasDerivAt_sin y).fun_sub (hasDerivAt_id' y)).fun_add
      ((hasDerivAt_pow 3 y).div_const 6)).congr_deriv (by norm_num; ring)
  have hm : Monotone (fun y : ℝ => Real.sin y - y + y ^ 3 / 6) :=
    monotone_of_deriv_nonneg (fun y => (hd y).differentiableAt) (fun y => by
      rw [(hd y).deriv]
      linarith [Real.one_sub_sq_div_two_le_cos (x := y)])
  have hc := hm h0.le
  simp only [Real.sin_zero] at hc
  unfold gain
  refine ⟨div_pos hs h0, ?_, ?_⟩
  · rw [div_pow, lt_div_iff₀ (by positivity)]
    rcases le_or_gt (θ ^ 2) 3 with h3 | h3
    · have h1 := mul_nonneg h0.le (by linarith : 0 ≤ 1 - θ ^ 2 / 6)
      have h2 := pow_le_pow_left₀ (by linarith : 0 ≤ θ - θ ^ 3 / 6)
        (by linarith : θ - θ ^ 3 / 6 ≤ Real.sin θ) 2
      nlinarith [pow_pos h0 6]
    · nlinarith [mul_pos (sub_pos.2 h3) (pow_pos h0 2), pow_pos hs 2]
  · rw [div_pow, div_lt_one (by positivity)]
    exact pow_lt_pow_left₀ (Real.sin_lt h0) hs.le two_ne_zero
```

**Q:** Real trajectories are anharmonic. Why should a one-mode identity matter?

**A:** The line-amplitude theorems assume nothing about the trajectory beyond periodicity and a continuous velocity. Their first ingredient is the derivative of the Fourier factor:

```lean
/-- The Fourier factor solves `f' = -i w f`. -/
theorem phase_hasDerivAt (w t : ℝ) : HasDerivAt (phase w) (-(I * w) * phase w t) t :=
  (((hasDerivAt_id' t).ofReal_comp.const_mul (I * w)).fun_neg.cexp).congr_deriv
    (by simp only [phase, Complex.ofReal_one]; ring)
```

The condition \(wT=2\pi n\) puts \(w\) on a harmonic of the period. Then \(e^{-iw(t+T)}=e^{-iwt}e^{-2\pi in}=e^{-iwt}\), so the integrand is periodic too:

```lean
/-- If `w T = 2 π n` and `x` has period `T`, then so has the Fourier integrand of `x`. -/
theorem integrand_periodic (hw : w * T = 2 * Real.pi * n) (hx : Function.Periodic x T) :
    Function.Periodic (fun t => phase w t * (x t : ℂ)) T := by
  intro t
  have e : (w : ℂ) * T = 2 * Real.pi * n := by exact_mod_cast hw
  have hp : phase w (t + T) = phase w t := by
    unfold phase
    refine Complex.exp_eq_exp_iff_exists_int.2 ⟨-n, ?_⟩
    push_cast
    linear_combination (-I) * e
  change phase w (t + T) * (x (t + T) : ℂ) = phase w t * (x t : ℂ)
  rw [hp, hx t]
```

A time shift therefore becomes a phase. Substituting \(u=t+s\),

\[
\int_0^T e^{-iwt}x(t+s)\,dt=e^{iws}\int_s^{T+s}e^{-iwu}x(u)\,du=e^{iws}F_x,
\]

because the integral over any full period is the same. In the proof, `a` is the substitution and `b` the change of window.

```lean
/-- For `w T = 2 π n`, shifting a `T`-periodic trajectory in time by `s` multiplies its line
amplitude by `exp (i w s)`. -/
theorem lineAmp_shift (hw : w * T = 2 * Real.pi * n) (hx : Function.Periodic x T) (s : ℝ) :
    lineAmp T w (fun t => x (t + s)) = Complex.exp (I * w * s) * lineAmp T w x := by
  have hpt : ∀ t : ℝ, phase w t * (x (t + s) : ℂ) =
      Complex.exp (I * w * s) * (phase w (t + s) * (x (t + s) : ℂ)) := by
    intro t
    have e1 : phase w t = Complex.exp (I * w * s) * phase w (t + s) := by
      unfold phase
      rw [← Complex.exp_add]
      congr 1
      push_cast
      ring
    linear_combination (x (t + s) : ℂ) * e1
  have a := intervalIntegral.integral_comp_add_right (a := 0) (b := T)
    (fun u => phase w u * (x u : ℂ)) s
  have b := (integrand_periodic hw hx).intervalIntegral_add_eq s 0
  rw [zero_add, add_comm T s] at a
  rw [zero_add] at b
  simp only [lineAmp]
  rw [intervalIntegral.integral_congr (fun t _ => hpt t), intervalIntegral.integral_const_mul]
  exact congrArg _ (a.trans b)
```

**Q:** And the true velocity?

**A:** Integrate \((e^{-iwt}x)'=e^{-iwt}v-iw\,e^{-iwt}x\) over a period. The boundary terms cancel, so \(F_v=iwF_x\). In Lean, `hF` is the product rule and `p` the cancellation.

```lean
/-- For `w T = 2 π n` and a `T`-periodic trajectory with continuous velocity `v`, the line
amplitude of `v` is `i w` times that of the position. -/
theorem lineAmp_velocity (hw : w * T = 2 * Real.pi * n) (hx : Function.Periodic x T)
    (hv : ∀ t, HasDerivAt x (v t) t) (vc : Continuous v) :
    lineAmp T w v = I * w * lineAmp T w x := by
  have cp : Continuous (phase w) :=
    continuous_iff_continuousAt.2 fun t => (phase_hasDerivAt w t).continuousAt
  have xc : Continuous x := continuous_iff_continuousAt.2 fun t => (hv t).continuousAt
  have c1 : Continuous fun t => phase w t * (v t : ℂ) :=
    cp.mul (Complex.continuous_ofReal.comp vc)
  have c2 : Continuous fun t => I * w * (phase w t * (x t : ℂ)) :=
    continuous_const.mul (cp.mul (Complex.continuous_ofReal.comp xc))
  have hF : ∀ t, HasDerivAt (fun t => phase w t * (x t : ℂ))
      (phase w t * (v t : ℂ) - I * w * (phase w t * (x t : ℂ))) t := fun t =>
    ((phase_hasDerivAt w t).fun_mul (hv t).ofReal_comp).congr_deriv (by ring)
  -- integrate by parts; the boundary terms cancel by periodicity
  have key := intervalIntegral.integral_eq_sub_of_hasDerivAt (a := 0) (b := T)
    (fun t _ => hF t) ((c1.sub c2).intervalIntegrable 0 T)
  rw [intervalIntegral.integral_sub (c1.intervalIntegrable 0 T) (c2.intervalIntegrable 0 T),
    intervalIntegral.integral_const_mul] at key
  have p : phase w (0 + T) * (x (0 + T) : ℂ) = phase w 0 * (x 0 : ℂ) :=
    integrand_periodic hw hx 0
  rw [zero_add] at p
  exact sub_eq_zero.1 (key.trans (sub_eq_zero.2 p))
```

Applying the shifts \(\pm h\) to the reconstructed velocity \(c\) gives

\[
F_c=\frac{e^{iwh}-e^{-iwh}}{2h}F_x=\frac{i\sin(wh)}{h}F_x=g(wh)\,F_v .
\]

`e` splits the integral, `hs` forms the sine, and the last line combines them.

```lean
/-- For a `T`-periodic trajectory with continuous velocity `v`, and `w T = 2 π n`, `w ≠ 0`,
`h ≠ 0`, central differencing multiplies the line amplitude of `v` by `sin (w h) / (w h)`. -/
theorem lineAmp_centralVelocity (hw : w * T = 2 * Real.pi * n) (hx : Function.Periodic x T)
    (hv : ∀ t, HasDerivAt x (v t) t) (vc : Continuous v) (w0 : w ≠ 0) (hh : h ≠ 0) :
    lineAmp T w (centralVelocity x h) = (gain (w * h) : ℂ) * lineAmp T w v := by
  have cp : Continuous (phase w) :=
    continuous_iff_continuousAt.2 fun t => (phase_hasDerivAt w t).continuousAt
  have xc : Continuous x := continuous_iff_continuousAt.2 fun t => (hv t).continuousAt
  have c : ∀ s : ℝ, IntervalIntegrable (fun t => phase w t * (x (t + s) : ℂ))
      MeasureTheory.volume 0 T := fun s => (cp.mul (Complex.continuous_ofReal.comp
      (xc.comp (continuous_id.add continuous_const)))).intervalIntegrable 0 T
  have e : lineAmp T w (centralVelocity x h) = (1 / (2 * h) : ℂ) *
      (lineAmp T w (fun t => x (t + h)) - lineAmp T w (fun t => x (t + -h))) := by
    simp only [lineAmp]
    rw [← intervalIntegral.integral_sub (c h) (c (-h)), ← intervalIntegral.integral_const_mul]
    refine intervalIntegral.integral_congr (fun t _ => ?_)
    simp only [centralVelocity, sub_eq_add_neg]
    push_cast
    ring
  -- the two opposite phase factors combine into a sine
  have hs : Complex.exp (I * w * h) - Complex.exp (I * w * ((-h : ℝ) : ℂ)) =
      2 * I * (Real.sin (w * h) : ℂ) := by
    rw [show I * w * h = ((w * h : ℝ) : ℂ) * I by push_cast; ring,
      show I * w * ((-h : ℝ) : ℂ) = (-((w * h : ℝ) : ℂ)) * I by push_cast; ring,
      Complex.exp_mul_I, Complex.exp_mul_I, Complex.cos_neg, Complex.sin_neg,
      Complex.ofReal_sin]
    ring
  have hg : gain (w * h) * w = Real.sin (w * h) / h := by
    unfold gain
    field_simp
  have hgc : (gain (w * h) : ℂ) * (w : ℂ) = (Real.sin (w * h) : ℂ) / (h : ℂ) := by
    rw [← Complex.ofReal_mul, hg, Complex.ofReal_div]
  rw [e, lineAmp_shift hw hx h, lineAmp_shift hw hx (-h), lineAmp_velocity hw hx hv vc,
    ← sub_mul, hs]
  linear_combination (-(I * lineAmp T w x)) * hgc
```

**Q:** So does every line survive, weakened, at its own frequency?

**A:** For \(0<wh<\pi\), yes. The hypothesis `hI` says that the line is present in the true velocity; taking squared moduli and inserting the gain bounds does the rest. The limit \(w=\pi/h\) is the Nyquist frequency of positions saved every \(h\). There the sine vanishes and the line is lost, so survival would fail if \(wh\le\pi\) were allowed.

```lean
/-- For a `T`-periodic trajectory with continuous velocity `v`, let the line at `w > 0`,
`w T = 2 π n`, be present in `v`, and let `h > 0`, `w h < π`. The reconstructed line is present
and weaker than the true one, by a factor above `1 - (w h)² / 3`. -/
theorem reconstructed_intensity_bounds (hw : w * T = 2 * Real.pi * n)
    (hx : Function.Periodic x T) (hv : ∀ t, HasDerivAt x (v t) t) (vc : Continuous v)
    (w0 : 0 < w) (hh : 0 < h) (hπ : w * h < Real.pi) (hI : 0 < lineIntensity T w v) :
    0 < lineIntensity T w (centralVelocity x h) ∧
    (1 - (w * h) ^ 2 / 3) * lineIntensity T w v < lineIntensity T w (centralVelocity x h) ∧
    lineIntensity T w (centralVelocity x h) < lineIntensity T w v := by
  have e : lineIntensity T w (centralVelocity x h) =
      gain (w * h) ^ 2 * lineIntensity T w v := by
    unfold lineIntensity
    rw [lineAmp_centralVelocity hw hx hv vc w0.ne' hh.ne', norm_mul, mul_pow,
      Complex.norm_real, Real.norm_eq_abs, sq_abs]
  obtain ⟨g0, g1, g2⟩ := gain_bounds (mul_pos w0 hh) hπ
  rw [e]
  exact ⟨mul_pos (pow_pos g0 2) hI, mul_lt_mul_of_pos_right g1 hI,
    by linarith [mul_lt_mul_of_pos_right g2 hI]⟩
```

**Q:** Then peaks never shift?

**A:** Discrete lines don't, but the maximum of a smooth band does. Let a band \(S\) be positive and stationary at \(w\), and multiply it by \(g(\nu h)^2\) at each frequency \(\nu\). The slope at \(w\) is

\[
2h\,g(\theta)\,g'(\theta)\,S(w),\qquad g'(\theta)=\frac{\theta\cos\theta-\sin\theta}{\theta^2}.
\]

For \(0<\theta<\pi\), \(g'<0\): below \(\pi/2\) because \(\theta<\tan\theta\), and from \(\pi/2\) up to \(\pi\) because \(\cos\theta\le0<\sin\theta\). The `key` step makes this split. The slope is negative, so the filtered band is higher just below \(w\) than at \(w\).

```lean
/-- Let a band `S` be positive and stationary at `w > 0`, with `h > 0` and `w h < π`.
Multiplied by the squared gain, the band has a strictly negative slope at `w`. -/
theorem band_slope_neg {S : ℝ → ℝ} (hw : 0 < w) (hh : 0 < h) (hπ : w * h < Real.pi)
    (hS : HasDerivAt S 0 w) (hpos : 0 < S w) :
    ∃ d < 0, HasDerivAt (fun ν => gain (ν * h) ^ 2 * S ν) d w := by
  have h0 := mul_pos hw hh
  have g0 := (gain_bounds h0 hπ).1
  have hs := Real.sin_pos_of_pos_of_lt_pi h0 hπ
  -- the gain falls because `θ cos θ < sin θ`
  have key : w * h * Real.cos (w * h) < Real.sin (w * h) := by
    rcases lt_or_ge (w * h) (Real.pi / 2) with h1 | h1
    · have hc : 0 < Real.cos (w * h) := Real.cos_pos_of_mem_Ioo ⟨by linarith, h1⟩
      have ht := Real.lt_tan h0 h1
      rwa [Real.tan_eq_sin_div_cos, lt_div_iff₀ hc] at ht
    · have hc := Real.cos_nonpos_of_pi_div_two_le_of_le h1 (by linarith)
      nlinarith [mul_nonneg h0.le (neg_nonneg.2 hc)]
  obtain ⟨D, hD, hg⟩ : ∃ D < 0, HasDerivAt gain D ((fun ν : ℝ => ν * h) w) :=
    ⟨(Real.cos (w * h) * (w * h) - Real.sin (w * h) * 1) / (w * h) ^ 2,
      div_neg_of_neg_of_pos (by linarith) (by positivity),
      (Real.hasDerivAt_sin (w * h)).fun_div (hasDerivAt_id' (w * h)) h0.ne'⟩
  have hl : HasDerivAt (fun ν : ℝ => ν * h) (1 * h) w := (hasDerivAt_id' w).mul_const h
  have hc0 := HasDerivAt.comp w hg hl
  have hc : HasDerivAt (fun ν => gain (ν * h)) (D * (1 * h)) w := hc0
  refine ⟨(2 * gain (w * h) * h * S w) * D, mul_neg_of_pos_of_neg (by positivity) hD, ?_⟩
  simp only [sq]
  exact ((hc.fun_mul hc).fun_mul hS).congr_deriv (by ring)

end

end CentralDifferenceSpectrum
```

```lean
#print axioms CentralDifferenceSpectrum.centralVelocity_mode
#print axioms CentralDifferenceSpectrum.lineAmp_centralVelocity
#print axioms CentralDifferenceSpectrum.reconstructed_intensity_bounds
#print axioms CentralDifferenceSpectrum.band_slope_neg
```

```
'CentralDifferenceSpectrum.centralVelocity_mode' depends on axioms: [propext, Classical.choice, Quot.sound]
'CentralDifferenceSpectrum.lineAmp_centralVelocity' depends on axioms: [propext, Classical.choice, Quot.sound]
'CentralDifferenceSpectrum.reconstructed_intensity_bounds' depends on axioms: [propext, Classical.choice, Quot.sound]
'CentralDifferenceSpectrum.band_slope_neg' depends on axioms: [propext, Classical.choice, Quot.sound]
```

**Q:** What is still idealised?

**A:** The Fourier integral runs over continuous time, so aliasing is absent, and over a full period at one of its harmonics, so finite-record leakage is absent too. For the band, multiplication by the squared gain is an assumption, not derived from an aperiodic trajectory. Within this periodic, noise-free model, the result tells a molecular dynamics user how far vibrational line intensities drop when velocities are rebuilt from saved positions.
